# A polynomial times a Gaussian is a unique linear combination of centre derivatives of that Gaussian

For $p>0$ and $G(x)=e^{-p(x-P)^2}$, one derivative with respect to the centre gives $\partial_P G=2p(x-P)G$, so $x\,G=P\,G+\frac{1}{2p}\,\partial_P G$: the factor $x$ has been traded for a derivative. The same trade works for every real polynomial $q$ of degree at most $n$, with derivatives up to order $n$, and it is used in electronic structure to reduce integrals over products of Gaussian orbitals to derivatives of simpler ones, here in one dimension and for a single Gaussian factor.

```lean
import Mathlib

open Polynomial MeasureTheory

noncomputable section

namespace HermiteExpansion

/-- The Gaussian `exp(-p (x - P)²)` with exponent `p` and centre `P`. -/
def gaussian (p P x : ℝ) : ℝ := Real.exp (-p * (x - P) ^ 2)

/-- The Hermite Gaussian: the `t`-th derivative of the Gaussian with respect to its centre. -/
def hermiteGaussian (p P : ℝ) (t : ℕ) (x : ℝ) : ℝ :=
  iteratedDeriv t (fun Q => gaussian p Q x) P

/-- The Hermite expansion coefficient `E_t` of the polynomial `q` times a Gaussian, for `p > 0`: the
Gaussian-weighted mean of the `t`-th derivative of `q`, divided by `t! (2p)^t`. -/
def hermiteCoeff (p P : ℝ) (q : ℝ[X]) (t : ℕ) : ℝ :=
  √(p / Real.pi) / (t.factorial * (2 * p) ^ t) *
    ∫ x, (derivative^[t] q).eval x * gaussian p P x

/-- The scaled Hermite polynomials about `P`, built by the raising rule
`H_{t+1} = 2p (x - P) H_t - H_t'` from `H_0 = 1`. -/
def hermitePoly (p P : ℝ) : ℕ → ℝ[X]
  | 0 => 1
  | t + 1 => C (2 * p) * (X - C P) * hermitePoly p P t - derivative (hermitePoly p P t)

/-- For `p > 0`, a polynomial times a Gaussian is integrable over the real line. -/
theorem integrable_poly_mul_gaussian {p : ℝ} (hp : 0 < p) (P : ℝ) (q : ℝ[X]) :
    Integrable (fun x => q.eval x * gaussian p P x) := by
  have centred : ∀ r : ℝ[X], Integrable (fun u : ℝ => r.eval u * Real.exp (-p * u ^ 2)) := by
    intro r
    induction r using Polynomial.induction_on' with
    | add a b ha hb =>
      refine (ha.add hb).congr (.of_forall fun u => ?_)
      simp [add_mul]
    | monomial k a =>
      have hk : (-1 : ℝ) < (k : ℝ) := by
        have : (0 : ℝ) ≤ k := k.cast_nonneg
        linarith
      refine ((integrable_rpow_mul_exp_neg_mul_sq hp hk).const_mul a).congr
        (.of_forall fun u => ?_)
      simp only [eval_monomial, Real.rpow_natCast, mul_assoc]
  -- move the centre from the origin to `P`
  refine ((centred (q.comp (X + C P))).comp_sub_right P).congr (.of_forall fun x => ?_)
  simp [gaussian, eval_comp]

/-- Lowering rule: differentiating `H_{t+1}` gives `2p (t+1) H_t`. -/
theorem derivative_hermitePoly (p P : ℝ) (t : ℕ) :
    derivative (hermitePoly p P (t + 1)) = C (2 * p * ((t : ℝ) + 1)) * hermitePoly p P t := by
  have s : ∀ k, hermitePoly p P (k + 1) =
      C (2 * p) * (X - C P) * hermitePoly p P k - derivative (hermitePoly p P k) := fun _ => rfl
  induction t with
  | zero => simp [hermitePoly]
  | succ k ih =>
    have hC : (C (2 * p * (((k + 1 : ℕ) : ℝ) + 1)) : ℝ[X]) =
        C (2 * p) + C (2 * p * ((k : ℝ) + 1)) := by
      rw [← C_add]
      congr 1
      push_cast
      ring
    rw [s (k + 1), hC]
    simp only [derivative_sub, derivative_mul, derivative_C, derivative_X, ih]
    linear_combination (-C (2 * p * ((k : ℝ) + 1))) * s k

/-- A Hermite Gaussian is the Hermite polynomial `H_t` about `P` times the Gaussian. -/
theorem hermiteGaussian_eq (p P : ℝ) (t : ℕ) (x : ℝ) :
    hermiteGaussian p P t x = (hermitePoly p P t).eval x * gaussian p P x := by
  -- the polynomials depend on `x` and the centre only through `x - Q`
  have shift : ∀ (Q : ℝ) (k : ℕ), hermitePoly p Q k = (hermitePoly p 0 k).comp (X - C Q) := by
    intro Q k
    induction k with
    | zero => simp [hermitePoly]
    | succ k ih =>
      simp only [hermitePoly]
      rw [ih, derivative_comp]
      simp only [map_zero, sub_zero, sub_comp, mul_comp, C_comp, X_comp, derivative_sub,
        derivative_X, derivative_C, one_mul]
  induction t generalizing P with
  | zero => simp [hermiteGaussian, hermitePoly]
  | succ k ih =>
    have hfun : iteratedDeriv k (fun Q => gaussian p Q x) =
        fun Q => (hermitePoly p Q k).eval x * gaussian p Q x := by
      funext Q
      exact ih Q
    have hu : HasDerivAt (fun Q : ℝ => x - Q) (-1) P := (hasDerivAt_id' P).const_sub x
    have h1 : HasDerivAt (fun Q => (hermitePoly p Q k).eval x)
        (-(derivative (hermitePoly p P k)).eval x) P := by
      have e : (fun Q => (hermitePoly p Q k).eval x) =
          fun Q => (hermitePoly p 0 k).eval (x - Q) := by
        funext Q
        rw [shift Q k]
        simp [eval_comp]
      rw [e]
      refine (((hermitePoly p 0 k).hasDerivAt (x - P)).comp P hu).congr_deriv ?_
      rw [shift P k, derivative_comp]
      simp [eval_comp]
    have h2 : HasDerivAt (fun Q => gaussian p Q x) (gaussian p P x * (2 * p * (x - P))) P := by
      unfold gaussian
      refine ((hu.fun_pow 2).const_mul (-p)).exp.congr_deriv ?_
      norm_num
      ring
    rw [hermiteGaussian, iteratedDeriv_succ, hfun]
    refine (h1.fun_mul h2).deriv.trans ?_
    simp only [hermitePoly, eval_sub, eval_mul, eval_C, eval_X]
    ring

/-- For `p > 0`, every Hermite Gaussian of order at least one integrates to zero. -/
theorem integral_hermiteGaussian_succ {p : ℝ} (hp : 0 < p) (P : ℝ) (t : ℕ) :
    ∫ x, hermiteGaussian p P (t + 1) x = 0 := by
  -- it is minus the `x`-derivative of the Hermite Gaussian one order below
  have hd : ∀ x, HasDerivAt (fun y => -((hermitePoly p P t).eval y * gaussian p P y))
      (hermiteGaussian p P (t + 1) x) x := by
    intro x
    have hg : HasDerivAt (fun y => gaussian p P y) (gaussian p P x * (-(2 * p * (x - P)))) x := by
      unfold gaussian
      refine ((((hasDerivAt_id' x).sub_const P).fun_pow 2).const_mul (-p)).exp.congr_deriv ?_
      norm_num
      ring
    refine (((hermitePoly p P t).hasDerivAt x).fun_mul hg).fun_neg.congr_deriv ?_
    rw [hermiteGaussian_eq]
    simp only [hermitePoly, eval_sub, eval_mul, eval_C, eval_X]
    ring
  exact integral_eq_zero_of_hasDerivAt_of_integrable hd
    ((integrable_poly_mul_gaussian hp P (hermitePoly p P (t + 1))).congr
      (.of_forall fun x => (hermiteGaussian_eq p P (t + 1) x).symm))
    (integrable_poly_mul_gaussian hp P (hermitePoly p P t)).neg

/-- Ladder for the coefficients, for `p > 0`: `2p (t+1) E_{t+1}` of `q` is `E_t` of `q'`. -/
theorem hermiteCoeff_ladder {p : ℝ} (hp : 0 < p) (P : ℝ) (q : ℝ[X]) (t : ℕ) :
    2 * p * ((t : ℝ) + 1) * hermiteCoeff p P q (t + 1) = hermiteCoeff p P (derivative q) t := by
  have h : 2 * p * ((t : ℝ) + 1) ≠ 0 := by positivity
  have key : hermiteCoeff p P q (t + 1) =
      hermiteCoeff p P (derivative q) t / (2 * p * ((t : ℝ) + 1)) := by
    simp only [hermiteCoeff, Function.iterate_succ_apply, Nat.factorial_succ, pow_succ]
    push_cast
    rw [div_mul_eq_mul_div, div_mul_eq_mul_div, div_div]
    congr 1
    ring
  linear_combination (eq_div_iff h).mp key

/-- For `p > 0`, the coefficient `E_0` of a sum of Hermite polynomials is the weight of `H_0`. -/
theorem hermiteCoeff_zero_sum {p : ℝ} (hp : 0 < p) (P : ℝ) (n : ℕ) (c : ℕ → ℝ) :
    hermiteCoeff p P (∑ t ∈ Finset.range (n + 1), C (c t) * hermitePoly p P t) 0 = c 0 := by
  have hsum : ∫ x, (∑ t ∈ Finset.range (n + 1), C (c t) * hermitePoly p P t).eval x *
      gaussian p P x = ∑ t ∈ Finset.range (n + 1), c t * ∫ x, hermiteGaussian p P t x := by
    simp_rw [hermiteGaussian_eq, eval_finsetSum, eval_mul, eval_C, Finset.sum_mul, mul_assoc]
    rw [integral_finsetSum]
    · simp_rw [integral_const_mul]
    · intro t _
      exact (integrable_poly_mul_gaussian hp P (hermitePoly p P t)).const_mul (c t)
  have h0 : ∫ x, hermiteGaussian p P 0 x = √(Real.pi / p) := by
    simp only [hermiteGaussian, iteratedDeriv_zero]
    exact (integral_sub_right_eq_self (fun u : ℝ => Real.exp (-p * u ^ 2)) P).trans
      (integral_gaussian p)
  have hn : √(p / Real.pi) * √(Real.pi / p) = 1 := by
    have h1 : p / Real.pi * (Real.pi / p) = 1 := by
      have := Real.pi_ne_zero
      field_simp
    rw [← Real.sqrt_mul (by positivity), h1, Real.sqrt_one]
  simp only [hermiteCoeff, Function.iterate_zero, id_eq, Nat.factorial_zero, Nat.cast_one,
    pow_zero, mul_one, div_one]
  rw [hsum, Finset.sum_range_succ', h0]
  simp only [integral_hermiteGaussian_succ hp, mul_zero, Finset.sum_const_zero, zero_add]
  linear_combination c 0 * hn

/-- For `p > 0`, a polynomial of degree at most `n` is a combination of `H_0, ..., H_n`. -/
theorem exists_hermitePoly_sum {p : ℝ} (hp : 0 < p) (P : ℝ) (n : ℕ) (q : ℝ[X])
    (hq : q.natDegree ≤ n) :
    ∃ c : ℕ → ℝ, q = ∑ t ∈ Finset.range (n + 1), C (c t) * hermitePoly p P t := by
  induction n generalizing q with
  | zero =>
    refine ⟨fun _ => q.coeff 0, ?_⟩
    rw [zero_add, Finset.sum_range_one, hermitePoly, mul_one]
    exact eq_C_of_natDegree_le_zero hq
  | succ n ih =>
    -- expand `q'`, integrate term by term, and fix the constant of integration
    obtain ⟨d, hd⟩ := ih (derivative q) ((natDegree_derivative_le q).trans (by omega))
    have hr : derivative (q - ∑ t ∈ Finset.range (n + 1),
        C (d t / (2 * p * ((t : ℝ) + 1))) * hermitePoly p P (t + 1)) = 0 := by
      rw [derivative_sub, derivative_sum, hd, sub_eq_zero]
      refine Finset.sum_congr rfl fun t _ => ?_
      have ht : 2 * p * ((t : ℝ) + 1) ≠ 0 := by positivity
      rw [derivative_C_mul, derivative_hermitePoly, ← mul_assoc, ← C_mul, div_mul_cancel₀ _ ht]
    obtain ⟨k, hk⟩ : ∃ k : ℝ, q - ∑ t ∈ Finset.range (n + 1),
        C (d t / (2 * p * ((t : ℝ) + 1))) * hermitePoly p P (t + 1) = C k :=
      ⟨_, eq_C_of_natDegree_eq_zero (Polynomial.derivative_eq_zero.mp hr)⟩
    refine ⟨fun | 0 => k | t + 1 => d t / (2 * p * ((t : ℝ) + 1)), ?_⟩
    rw [Finset.sum_range_succ']
    change q = ∑ t ∈ Finset.range (n + 1),
      C (d t / (2 * p * ((t : ℝ) + 1))) * hermitePoly p P (t + 1) + C k * 1
    linear_combination hk

/-- For `p > 0`, the weights in any expansion of `q` in `H_0, ..., H_n` are the `E_t` of `q`. -/
theorem eq_hermiteCoeff_of_sum {p : ℝ} (hp : 0 < p) (P : ℝ) (t n : ℕ) (q : ℝ[X]) (c : ℕ → ℝ)
    (h : q = ∑ s ∈ Finset.range (n + 1), C (c s) * hermitePoly p P s) (ht : t ≤ n) :
    c t = hermiteCoeff p P q t := by
  induction t generalizing n q c with
  | zero =>
    rw [h]
    exact (hermiteCoeff_zero_sum hp P n c).symm
  | succ t ih =>
    obtain ⟨m, rfl⟩ : ∃ m, n = m + 1 := ⟨n - 1, by omega⟩
    -- differentiating the expansion lowers every order by one
    have hd : derivative q = ∑ s ∈ Finset.range (m + 1),
        C (c (s + 1) * (2 * p * ((s : ℝ) + 1))) * hermitePoly p P s := by
      rw [h, Finset.sum_range_succ', derivative_add, derivative_sum,
        show hermitePoly p P 0 = 1 from rfl, mul_one, derivative_C, add_zero]
      refine Finset.sum_congr rfl fun s _ => ?_
      rw [derivative_C_mul, derivative_hermitePoly, ← mul_assoc, ← C_mul]
    have h1 := ih m (derivative q) (fun s => c (s + 1) * (2 * p * ((s : ℝ) + 1))) hd (by omega)
    have h2 : 2 * p * ((t : ℝ) + 1) ≠ 0 := by positivity
    apply mul_left_cancel₀ h2
    linear_combination h1 - hermiteCoeff_ladder hp P q t

/-- For `p > 0` and a polynomial `q` of degree at most `n`, `q` times the Gaussian is the sum of
`E_t` times the Hermite Gaussians of order `t ≤ n`, and no other coefficients do this. -/
theorem hermite_expansion {p : ℝ} (hp : 0 < p) (P : ℝ) (n : ℕ) (q : ℝ[X])
    (hq : q.natDegree ≤ n) :
    (∀ x, q.eval x * gaussian p P x =
      ∑ t ∈ Finset.range (n + 1), hermiteCoeff p P q t * hermiteGaussian p P t x) ∧
    ∀ c : ℕ → ℝ, (∀ x, q.eval x * gaussian p P x =
      ∑ t ∈ Finset.range (n + 1), c t * hermiteGaussian p P t x) →
      ∀ t ≤ n, c t = hermiteCoeff p P q t := by
  have hs : ∀ (c : ℕ → ℝ) (x : ℝ), ∑ t ∈ Finset.range (n + 1), c t * hermiteGaussian p P t x =
      (∑ t ∈ Finset.range (n + 1), C (c t) * hermitePoly p P t).eval x * gaussian p P x := by
    intro c x
    simp only [hermiteGaussian_eq, eval_finsetSum, eval_mul, eval_C, Finset.sum_mul, mul_assoc]
  constructor
  · obtain ⟨c, hc⟩ := exists_hermitePoly_sum hp P n q hq
    have hE : q = ∑ t ∈ Finset.range (n + 1),
        C (hermiteCoeff p P q t) * hermitePoly p P t := by
      refine hc.trans (Finset.sum_congr rfl fun t ht => ?_)
      rw [eq_hermiteCoeff_of_sum hp P t n q c hc (Finset.mem_range_succ_iff.mp ht)]
    intro x
    rw [hs, ← hE]
  · intro c h t ht
    -- the Gaussian never vanishes, so it can be divided out
    refine eq_hermiteCoeff_of_sum hp P t n q c (Polynomial.funext fun x => ?_) ht
    have hg : gaussian p P x ≠ 0 := (Real.exp_pos _).ne'
    exact mul_right_cancel₀ hg ((h x).trans (hs c x))

/-- For `p > 0` and `q` of degree at most `n`, the coefficient `E_n` is the coefficient of `x^n`
in `q` divided by `(2p)^n`. -/
theorem hermiteCoeff_top {p : ℝ} (hp : 0 < p) (P : ℝ) (n : ℕ) (q : ℝ[X])
    (hq : q.natDegree ≤ n) : hermiteCoeff p P q n = q.coeff n / (2 * p) ^ n := by
  induction n generalizing q with
  | zero =>
    rw [pow_zero, div_one]
    refine (eq_hermiteCoeff_of_sum hp P 0 0 q (fun _ => q.coeff 0) ?_ le_rfl).symm
    rw [zero_add, Finset.sum_range_one, hermitePoly, mul_one]
    exact eq_C_of_natDegree_le_zero hq
  | succ n ih =>
    have h1 := ih (derivative q) ((natDegree_derivative_le q).trans (by omega))
    have hpn : (2 * p) ^ n ≠ 0 := by positivity
    have hpn' : (2 * p) ^ (n + 1) ≠ 0 := by positivity
    have hn : (n : ℝ) + 1 ≠ 0 := by positivity
    rw [coeff_derivative, eq_div_iff hpn] at h1
    rw [eq_div_iff hpn']
    apply mul_left_cancel₀ hn
    linear_combination (2 * p) ^ n * hermiteCoeff_ladder hp P q n + h1

end HermiteExpansion
```

```lean
#print axioms HermiteExpansion.hermiteGaussian_eq
-- 'HermiteExpansion.hermiteGaussian_eq' depends on axioms: [propext, Classical.choice, Quot.sound]
#print axioms HermiteExpansion.hermite_expansion
-- 'HermiteExpansion.hermite_expansion' depends on axioms: [propext, Classical.choice, Quot.sound]
#print axioms HermiteExpansion.hermiteCoeff_top
-- 'HermiteExpansion.hermiteCoeff_top' depends on axioms: [propext, Classical.choice, Quot.sound]
```

## The expansion and its coefficients

Write $\Lambda_t=\partial_P^t G$ for the Hermite Gaussian of order $t$. The theorem `hermite_expansion` says that, for all real $x$,

$$q(x)\,G(x)=\sum_{t=0}^{n}E_t\,\Lambda_t(x),\qquad E_t=\frac{\sqrt{p/\pi}}{t!\,(2p)^t}\int_{-\infty}^{\infty}q^{(t)}(x)\,G(x)\,dx .$$

Its second half says that any real numbers $c_t$, independent of $x$, that give the same expansion satisfy $c_t=E_t$ for every $t\le n$. In Lean `c` is a sequence on all natural numbers, and its values beyond $n$ play no part. The theorem `hermiteCoeff_top` adds that $E_n=q_n/(2p)^n$, where $q_n$ is the coefficient of $x^n$ in $q$.

The polynomial is an element of `ℝ[X]`, and `q.natDegree ≤ n` bounds its degree; the zero polynomial is allowed. `gaussian p P x` is $G(x)$, with peak value 1 and no normalisation factor. `hermiteGaussian` is a true repeated derivative in the centre, taken by `iteratedDeriv` with $x$ held fixed. It acts on the Gaussian alone, never on $q$. `hermiteCoeff` is $E_t$ as displayed, with `derivative^[t] q` for $q^{(t)}$.

The polynomials $H_t$ of `hermitePoly` are scaled and shifted: in terms of the physicists' Hermite polynomials they are $p^{t/2}H_t^{\rm phys}(\sqrt p\,(x-P))$.

## Where the polynomial comes from in a molecule

Take two one-dimensional Cartesian Gaussians with exponents $a,b>0$, centres $A,B$ and powers $i,j$. Their product is

$$K\,(x-A)^i(x-B)^j\,e^{-p(x-P)^2},$$

with $p=a+b$, $P=(aA+bB)/p$ and $K=e^{-ab(A-B)^2/p}$. The theorem then applies with $q=(x-A)^i(x-B)^j$ and $n=i+j$. This merging of two Gaussians into one is the step that the Lean hypotheses leave to the reader, since they start from a single Gaussian. Many texts absorb $K$ into the coefficients; here $E_t$ excludes it. In three dimensions the expansion is applied to each Cartesian factor.

## Centre derivatives are polynomials times the Gaussian

Set $H_0=1$ and suppose $\Lambda_t=H_tG$, where $H_t$ depends on $x$ and $P$ only through $x-P$. Then $\partial_PH_t=-H_t'$, with the prime denoting the $x$-derivative, and

$$\Lambda_{t+1}=\partial_P(H_tG)=\bigl[2p(x-P)H_t-H_t'\bigr]G=H_{t+1}G .$$

This is `hermiteGaussian_eq`. Its auxiliary fact `shift` proves the dependence on $x-P$, and `h1` and `h2` are the centre derivatives of the two factors, $H_t$ and $G$, which the product rule combines.

Since $\partial_xG=-2p(x-P)G$, the same bracket shows that $\Lambda_{t+1}=-\partial_x\Lambda_t$. A polynomial times $G$ is integrable, which `integrable_poly_mul_gaussian` proves for monomials at the origin, extends by sums and moves to $P$. Hence

$$\int\Lambda_{t+1}\,dx=0,\qquad \int\Lambda_0\,dx=\sqrt{\pi/p}.$$

The first equation is `integral_hermiteGaussian_succ`. Where one would normally quote decay at infinity, Lean uses the integrability of both the function and its derivative.

## Differentiation lowers the order

The rule `derivative_hermitePoly` is $H_{t+1}'=2p(t+1)H_t$. For $t=0$ it reads $(2p(x-P))'=2p$. If it holds for $t=k$, then differentiating $H_{k+2}=2p(x-P)H_{k+1}-H_{k+1}'$ gives

$$\begin{aligned}
H_{k+2}'&=2pH_{k+1}+2p(x-P)H_{k+1}'-H_{k+1}''\\
&=2pH_{k+1}+2p(k+1)\bigl[2p(x-P)H_k-H_k'\bigr]\\
&=2p(k+2)H_{k+1}.
\end{aligned}$$

## Some expansion exists

`exists_hermitePoly_sum` uses induction on the degree bound. A constant is a multiple of $H_0$. If $q$ has degree at most $n+1$, then $q'$ has degree at most $n$, so $q'=\sum_{t\le n}d_tH_t$ for some numbers $d_t$. By the lowering rule,

$$q-\sum_{t=0}^{n}\frac{d_t}{2p(t+1)}\,H_{t+1}$$

has zero derivative. It is therefore a constant $k$, which becomes the weight of $H_0$.

## The coefficients are forced

Let $q=\sum_{s\le n}c_sH_s$ be any such expansion. Multiplying by $G$ and integrating removes every term but the first, so $\int qG\,dx=c_0\sqrt{\pi/p}$ and $c_0=E_0$. This is `hermiteCoeff_zero_sum`.

For $n\ge1$, one differentiation gives

$$q'=\sum_{s=0}^{n-1}2p(s+1)\,c_{s+1}H_s .$$

After $t\le n$ differentiations the weight of $H_0$ is $(2p)^t\,t!\,c_t$. Applying the zeroth-order result to $q^{(t)}$ yields

$$(2p)^t\,t!\,c_t=\sqrt{p/\pi}\int q^{(t)}G\,dx,$$

which is $c_t=E_t$. Lean takes the derivatives one at a time in `eq_hermiteCoeff_of_sum`, using the ladder `hermiteCoeff_ladder`, $2p(t+1)E_{t+1}(q)=E_t(q')$, which follows from the definition of $E_t$.

In `hermite_expansion`, the auxiliary identity `hs` rewrites a sum of Hermite Gaussians as a polynomial times $G$. The existing expansion must have weights $E_t$, which proves the formula. For uniqueness, $G(x)\neq0$ is cancelled at each $x$, and `Polynomial.funext` turns equality at all real $x$ into equality of polynomials, so the previous result applies.

The top coefficient follows by induction. For $n=0$, $q$ is the constant $q_0$ and $E_0=q_0$. For the next degree, the coefficient of $x^n$ in $q'$ is $(n+1)q_{n+1}$, so the ladder gives

$$2p(n+1)E_{n+1}(q)=E_n(q')=\frac{(n+1)\,q_{n+1}}{(2p)^n},$$

and division by $2p(n+1)$ gives $E_{n+1}(q)=q_{n+1}/(2p)^{n+1}$.
